# Normalized sum and difference of two Hubbard site vectors with real overlap s: total occupations 1 + s and 1 − s, equal DFT+U Hubbard energy

## One electron that counts as 1.6

Let $p$ and $q$ be normalized site vectors with real overlap $\langle p|q\rangle=s$, where $0<s<1$. For a normalized one-electron state $\psi$, I define the site occupations by projection, $n_p=|\langle p|\psi\rangle|^2$ and $n_q=|\langle q|\psi\rangle|^2$, and the Hubbard energy, as in DFT+U for one spin channel, by

$$E_U=\frac U2\,n_p(1-n_p)+\frac U2\,n_q(1-n_q).$$

With $s=0.6$, the normalized sum of $p$ and $q$ gives me a total occupation of 1.6, and the normalized difference gives 0.4. Each state holds exactly one electron. Have I lost a normalization factor somewhere? And why does $E_U$ come out the same for both states, when one count is four times the other?

## Overlapping projections need not add up to the electron count

The inner product is conjugate-linear in its first argument, and the effective interaction parameter $U$ is any real number. No normalization factor is missing. The operator $|p\rangle\langle p|+|q\rangle\langle q|$, whose expectation value is your total, is not a projector when $s\neq0$: it multiplies $p+q$ by $1+s$ and $p-q$ by $1-s$. The energies agree because the site occupations of the two states are $n$ and $1-n$, which $n(1-n)$ cannot tell apart.

### From projections to energies

Take a general combination $v=a\,p+b\,q$ with complex $a,b$. Since $p$ and $q$ are normalized and $s$ is real,

$$\langle p|v\rangle=a+sb,\qquad \langle q|v\rangle=b+sa,$$

$$\|v\|^2=|a|^2+|b|^2+2s\,\mathrm{Re}(a^*b).$$

For the sum, $a=b=1$. Both projections are $1+s$ and the squared norm is $2(1+s)$, so for $s>-1$ the normalized state has

$$n_p=n_q=\frac{(1+s)^2}{2(1+s)}=\frac{1+s}{2}.$$

For the difference, replace $q$ by $-q$. This changes the overlap to $-s$ and leaves $n_q$ alone, because a sign disappears in the squared modulus. Hence $n_p=n_q=(1-s)/2$ for $s<1$. The totals are $1+s$ and $1-s$, and in both cases

$$E_U=2\cdot\frac U2\cdot\frac{1+s}{2}\cdot\frac{1-s}{2}=\frac{U(1-s^2)}{4}.$$

Among normalized combinations of $p$ and $q$, these two totals are also the extremes for $0\le s<1$. Let $\|v\|=1$ and let $N=|a+sb|^2+|b+sa|^2$ be the total occupation. Expanding gives

$$N=(1+s^2)(|a|^2+|b|^2)+4s\,\mathrm{Re}(a^*b).$$

Subtracting $(1-s)\|v\|^2$ from $N$, and $N$ from $(1+s)\|v\|^2$, leaves

$$N-(1-s)=s(1+s)\,|a+b|^2,\qquad (1+s)-N=s(1-s)\,|a-b|^2.$$

Both right-hand sides are nonnegative, so $1-s\le N\le 1+s$.

A count that does add up to one uses the dual vectors

$$\tilde p=\frac{p-s\,q}{1-s^2},\qquad \tilde q=\frac{q-s\,p}{1-s^2}.$$

They satisfy $\langle\tilde p|p\rangle=1$ and $\langle\tilde p|q\rangle=0$, and likewise with the sites exchanged. For a normalized $\psi=a\,p+b\,q$ they therefore return the coefficients, $\langle\tilde p|\psi\rangle=a$ and $\langle\tilde q|\psi\rangle=b$, and

$$\langle\psi|p\rangle\langle\tilde p|\psi\rangle+\langle\psi|q\rangle\langle\tilde q|\psi\rangle=\langle\psi|a\,p+b\,q\rangle=1.$$

### Your numbers, with s = 3/5

Take $p=(1,0)$ and $q=(3/5,4/5)$. The normalized sum is $(2,1)/\sqrt5$. Its projection on each site vector is $2/\sqrt5$, so each occupation is $4/5$ and the total is $8/5$. The normalized difference is $(1,-2)/\sqrt5$, with projections $\pm1/\sqrt5$, occupations $1/5$ and total $2/5$. Both energies are $U\cdot\frac45\cdot\frac15=0.16\,U$.

The dual of $p$ is $\tilde p=(1,-3/4)$. In the sum state, site $p$ then contributes $\frac{2}{\sqrt5}\cdot\frac{5/4}{\sqrt5}=\frac12$. By symmetry site $q$ contributes the other half.

### Complex overlap

The sign change that produced the difference state also works with a general phase. If $\langle p|q\rangle=s\,e^{i\theta}$, then $q'=e^{-i\theta}q$ has overlap $s$ with $p$ and gives the same occupations as $q$. The normalized versions of $p\pm e^{-i\theta}q$ therefore have the occupations and energy found above. I leave this as a remark by hand, since the code below takes the overlap to be real.

### What the Lean statements say

The space `E` is any complex inner product space, of finite or infinite dimension. `SitePair p q s` collects the assumptions on the site vectors: unit norms and real overlap `s`. `occupation p ψ` is $|\langle p|\psi\rangle|^2$, and `hubbardEnergy` is $E_U$. `unitState v` is $v/\|v\|$, and `dualVector p q s` is $\tilde p$; exchanging its first two arguments gives $\tilde q$.

The central theorem, `equal_energy_of_unequal_occupation`, assumes $-1<s<1$, which includes your range. It states that both states have norm one, that their total occupations are $1+s$ and $1-s$, and that both energies equal $U(1-s^2)/4$. At $s=0$ the totals coincide. At $s=-1$ the sum vector vanishes and cannot be normalized; the same happens to the difference at $s=1$. The individual site occupations are in `sum_state` and `difference_state`, each of which needs only the bound on $s$ that keeps its own vector nonzero.

`total_occupation_bounds` gives $1-s\le N\le1+s$ for every normalized combination when $s\ge0$. `dual_occupations_sum` says that, for every normalized combination of $p$ and $q$, the dual-vector contributions add up to one when $s^2\neq1$. Its individual terms are complex numbers in general, and only their sum is claimed to be one. `sitePair_witness` confirms that the vectors of the numerical example form a site pair with overlap $3/5$.

The model has one electron, one orbital per site and two sites. Its $E_U$ is the DFT+U correction; the on-site interaction energy of the Hubbard model itself is zero for one electron. Occupation matrices, several occupied states and self-consistency do not enter. For DFT+U with non-orthogonal site projectors, the model illustrates that summed site occupations can differ from the electron number without any error in normalization, and that the Hubbard term need not distinguish an excess from a deficit.

```lean
import Mathlib

open Complex

namespace OverlappingHubbardProjectors

noncomputable section

variable {E : Type*} [NormedAddCommGroup E] [InnerProductSpace ℂ E]

/-- Two normalized site vectors `p` and `q` with real overlap `s`. -/
structure SitePair (p q : E) (s : ℝ) : Prop where
  norm_left : ‖p‖ = 1
  norm_right : ‖q‖ = 1
  overlap : inner ℂ p q = (s : ℂ)

/-- The projected occupation of the site vector `p` in the state `ψ`. -/
def occupation (p ψ : E) : ℝ := ‖inner ℂ p ψ‖ ^ 2

/-- The Hubbard energy: the sum of `(U/2) n (1 - n)` over the two sites. -/
def hubbardEnergy (U : ℝ) (p q ψ : E) : ℝ :=
  U / 2 * (occupation p ψ * (1 - occupation p ψ)) +
    U / 2 * (occupation q ψ * (1 - occupation q ψ))

/-- The vector `v` divided by its norm, for nonzero `v`. -/
def unitState (v : E) : E := ((‖v‖⁻¹ : ℝ) : ℂ) • v

/-- The dual of the site vector `p` in a pair with overlap `s`, for `s² ≠ 1`. -/
def dualVector (p q : E) (s : ℝ) : E :=
  (((1 - s ^ 2)⁻¹ : ℝ) : ℂ) • (p - (s : ℂ) • q)

/-- Exchanging the two sites leaves their real overlap unchanged. -/
theorem SitePair.symm {p q : E} {s : ℝ} (h : SitePair p q s) : SitePair q p s :=
  ⟨h.norm_right, h.norm_left, by rw [← inner_conj_symm, h.overlap, Complex.conj_ofReal]⟩

/-- The projection of `a p + b q` on the site vector `p` is `a + s b`. -/
theorem projection_span {p q : E} {s : ℝ} (h : SitePair p q s) (a b : ℂ) :
    inner ℂ p (a • p + b • q) = a + s * b := by
  have hpp : inner ℂ p p = (1 : ℂ) := by
    rw [inner_self_eq_norm_sq_to_K, h.norm_left]
    simp
  rw [inner_add_right, inner_smul_right, inner_smul_right, hpp, h.overlap]
  ring

/-- The squared norm of `a p + b q` contains the overlap through an interference term. -/
theorem norm_sq_span {p q : E} {s : ℝ} (h : SitePair p q s) (a b : ℂ) :
    ‖a • p + b • q‖ ^ 2 =
      normSq a + normSq b + 2 * s * (a.re * b.re + a.im * b.im) := by
  have hq : inner ℂ q (a • p + b • q) = b + s * a := by
    rw [add_comm]
    exact projection_span h.symm b a
  rw [← inner_self_eq_norm_sq (𝕜 := ℂ), inner_add_left, inner_smul_left,
    inner_smul_left, projection_span h, hq]
  simp [Complex.normSq_apply]
  ring

/-- For overlap `s > -1` the normalized sum of the site vectors is a unit vector
with occupation `(1 + s)/2` on each site. -/
theorem sum_state {p q : E} {s : ℝ} (h : SitePair p q s) (hs : -1 < s) :
    ‖unitState (p + q)‖ = 1 ∧ occupation p (unitState (p + q)) = (1 + s) / 2 ∧
      occupation q (unitState (p + q)) = (1 + s) / 2 := by
  have hv : ‖p + q‖ ^ 2 = 2 * (1 + s) := by
    have h1 := norm_sq_span h 1 1
    simp only [one_smul, Complex.normSq_apply, Complex.one_re, Complex.one_im] at h1
    linarith
  have hv0 : ‖p + q‖ ≠ 0 := by
    intro h0
    rw [h0] at hv
    linarith
  have hn : ‖(1 : ℂ) + s‖ ^ 2 = (1 + s) ^ 2 := by
    rw [Complex.sq_norm, Complex.normSq_apply]
    simp only [Complex.add_re, Complex.one_re, Complex.ofReal_re, Complex.add_im,
      Complex.one_im, Complex.ofReal_im]
    ring
  -- a site with projection 1 + s on the sum has occupation (1 + s)² / (2 (1 + s))
  have key : ∀ r : E, inner ℂ r (p + q) = (1 : ℂ) + s →
      occupation r (unitState (p + q)) = (1 + s) / 2 := by
    intro r hr
    have hpos : 2 * (1 + s) ≠ 0 := ne_of_gt (by linarith)
    unfold occupation unitState
    rw [inner_smul_right, hr, norm_mul, Complex.norm_real, norm_inv, norm_norm,
      mul_pow, inv_pow, hn, hv, ← div_eq_inv_mul, div_eq_div_iff hpos two_ne_zero]
    ring
  refine ⟨?_, key p ?_, key q ?_⟩
  · unfold unitState
    rw [norm_smul, Complex.norm_real, norm_inv, norm_norm, inv_mul_cancel₀ hv0]
  · have h1 := projection_span h 1 1
    simpa only [one_smul, mul_one] using h1
  · have h1 := projection_span h.symm 1 1
    rw [add_comm p q]
    simpa only [one_smul, mul_one] using h1

/-- For overlap `s < 1` the normalized difference of the site vectors is a unit vector
with occupation `(1 - s)/2` on each site. -/
theorem difference_state {p q : E} {s : ℝ} (h : SitePair p q s) (hs : s < 1) :
    ‖unitState (p - q)‖ = 1 ∧ occupation p (unitState (p - q)) = (1 - s) / 2 ∧
      occupation q (unitState (p - q)) = (1 - s) / 2 := by
  -- reversing the sign of q reverses the sign of the overlap
  have hneg : SitePair p (-q) (-s) :=
    ⟨h.norm_left, by rw [norm_neg, h.norm_right],
      by rw [inner_neg_right, h.overlap, Complex.ofReal_neg]⟩
  obtain ⟨h1, h2, h3⟩ := sum_state hneg (by linarith)
  simp only [← sub_eq_add_neg] at h1 h2 h3
  refine ⟨h1, h2, ?_⟩
  simpa only [occupation, inner_neg_left, norm_neg] using h3

/-- For overlap `-1 < s < 1` the normalized sum and difference are unit vectors with total
occupations `1 + s` and `1 - s`, and both have the Hubbard energy `U (1 - s²)/4`. -/
theorem equal_energy_of_unequal_occupation {p q : E} {s : ℝ} (h : SitePair p q s)
    (hs : -1 < s) (hs' : s < 1) (U : ℝ) :
    (‖unitState (p + q)‖ = 1 ∧ ‖unitState (p - q)‖ = 1) ∧
    occupation p (unitState (p + q)) + occupation q (unitState (p + q)) = 1 + s ∧
    occupation p (unitState (p - q)) + occupation q (unitState (p - q)) = 1 - s ∧
    hubbardEnergy U p q (unitState (p + q)) = U * (1 - s ^ 2) / 4 ∧
    hubbardEnergy U p q (unitState (p - q)) = U * (1 - s ^ 2) / 4 := by
  obtain ⟨a1, a2, a3⟩ := sum_state h hs
  obtain ⟨b1, b2, b3⟩ := difference_state h hs'
  refine ⟨⟨a1, b1⟩, ?_, ?_, ?_, ?_⟩
  · rw [a2, a3]; ring
  · rw [b2, b3]; ring
  · rw [hubbardEnergy, a2, a3]; ring
  · rw [hubbardEnergy, b2, b3]; ring

/-- For overlap `s ≥ 0`, every normalized combination of the two site vectors has a total
occupation between `1 - s` and `1 + s`. -/
theorem total_occupation_bounds {p q : E} {s : ℝ} (h : SitePair p q s) (hs : 0 ≤ s)
    (a b : ℂ) (hn : ‖a • p + b • q‖ = 1) :
    1 - s ≤ occupation p (a • p + b • q) + occupation q (a • p + b • q) ∧
      occupation p (a • p + b • q) + occupation q (a • p + b • q) ≤ 1 + s := by
  have hs1 : s ≤ 1 := by
    have hc := norm_inner_le_norm (𝕜 := ℂ) p q
    rw [h.overlap, h.norm_left, h.norm_right, Complex.norm_real, Real.norm_eq_abs] at hc
    linarith [le_abs_self s]
  have hq : inner ℂ q (a • p + b • q) = b + s * a := by
    rw [add_comm]
    exact projection_span h.symm b a
  have hN := norm_sq_span h a b
  rw [hn, Complex.normSq_apply, Complex.normSq_apply] at hN
  unfold occupation
  rw [projection_span h, hq, Complex.sq_norm, Complex.sq_norm, Complex.normSq_apply,
    Complex.normSq_apply]
  simp only [Complex.add_re, Complex.add_im, Complex.mul_re, Complex.mul_im,
    Complex.ofReal_re, Complex.ofReal_im, zero_mul, sub_zero, add_zero]
  -- the distances to the two bounds are multiples of |a + b|² and |a - b|²
  have k1 : 0 ≤ s * (1 + s) * ((a.re + b.re) ^ 2 + (a.im + b.im) ^ 2) := by positivity
  have k2 : 0 ≤ s * (1 - s) * ((a.re - b.re) ^ 2 + (a.im - b.im) ^ 2) :=
    mul_nonneg (mul_nonneg hs (by linarith)) (by positivity)
  have m1 := congrArg (fun x => (1 - s) * x) hN
  have m2 := congrArg (fun x => (1 + s) * x) hN

  constructor
  · nlinarith [k1, m1]
  · nlinarith [k2, m2]

/-- For `s² ≠ 1`, occupations formed with one site vector and its dual add up to one
in every normalized combination of the two site vectors. -/
theorem dual_occupations_sum {p q ψ : E} {s : ℝ} (h : SitePair p q s) (hs : s ^ 2 ≠ 1)
    (a b : ℂ) (hψ : ψ = a • p + b • q) (hn : ‖ψ‖ = 1) :
    inner ℂ ψ p * inner ℂ (dualVector p q s) ψ +
      inner ℂ ψ q * inner ℂ (dualVector q p s) ψ = (1 : ℂ) := by
  have hd : (1 : ℂ) - (s : ℂ) ^ 2 ≠ 0 := by
    have h0 : (1 : ℝ) - s ^ 2 ≠ 0 := fun h0 => hs (by linarith)
    exact_mod_cast h0
  have hp : inner ℂ p ψ = a + s * b := by rw [hψ, projection_span h]
  have hq : inner ℂ q ψ = b + s * a := by
    rw [hψ, add_comm, projection_span h.symm]
  -- the dual vectors read off the expansion coefficients
  have ha : inner ℂ (dualVector p q s) ψ = a := by
    rw [dualVector, inner_smul_left, inner_sub_left, inner_smul_left, hp, hq,
      Complex.conj_ofReal, Complex.conj_ofReal]
    push_cast
    rw [inv_mul_eq_iff_eq_mul₀ hd]
    ring
  have hb : inner ℂ (dualVector q p s) ψ = b := by
    rw [dualVector, inner_smul_left, inner_sub_left, inner_smul_left, hp, hq,
      Complex.conj_ofReal, Complex.conj_ofReal]
    push_cast
    rw [inv_mul_eq_iff_eq_mul₀ hd]
    ring
  have e : inner ℂ ψ (a • p + b • q) = inner ℂ ψ p * a + inner ℂ ψ q * b := by
    rw [inner_add_right, inner_smul_right, inner_smul_right]
    ring
  rw [← hψ] at e
  rw [ha, hb, ← e, inner_self_eq_norm_sq_to_K, hn]
  simp

/-- The vectors `(1, 0)` and `(3/5, 4/5)` are normalized site vectors with overlap `3/5`. -/
theorem sitePair_witness :
    SitePair (!₂[1, 0] : EuclideanSpace ℂ (Fin 2)) !₂[3 / 5, 4 / 5] (3 / 5) := by
  refine ⟨?_, ?_, ?_⟩
  · rw [EuclideanSpace.norm_eq, Real.sqrt_eq_one]
    norm_num [Fin.sum_univ_two]
  · rw [EuclideanSpace.norm_eq, Real.sqrt_eq_one]
    norm_num [Fin.sum_univ_two]
  · simp [PiLp.inner_apply, Fin.sum_univ_two]

end

end OverlappingHubbardProjectors
```

```lean
#print axioms OverlappingHubbardProjectors.equal_energy_of_unequal_occupation
-- 'OverlappingHubbardProjectors.equal_energy_of_unequal_occupation' depends on axioms: [propext, Classical.choice, Quot.sound]
#print axioms OverlappingHubbardProjectors.total_occupation_bounds
-- 'OverlappingHubbardProjectors.total_occupation_bounds' depends on axioms: [propext, Classical.choice, Quot.sound]
#print axioms OverlappingHubbardProjectors.dual_occupations_sum
-- 'OverlappingHubbardProjectors.dual_occupations_sum' depends on axioms: [propext, Classical.choice, Quot.sound]
```

### The calculation as Lean carries it out

`SitePair.symm` exchanges the two sites, so a statement about $p$ also serves for $q$. `projection_span` expands the inner product by linearity to get $a+sb$. `norm_sq_span` writes the squared norm as $\langle v|v\rangle$, inserts the two projections and separates real and imaginary parts; its last term is $2s\,\mathrm{Re}(a^*b)$.

In `sum_state`, the step `hv` sets $a=b=1$ and finds $\|p+q\|^2=2(1+s)$. From this, `hv0` concludes that the norm is nonzero. The local statement `key` treats any vector $r$ with $\langle r|p+q\rangle=1+s$, and simplifies $(1+s)^2/(2(1+s))$ to $(1+s)/2$. It is applied once to $p$ and once to $q$.

`difference_state` does not repeat this computation. It shows that $p$ and $-q$ form a site pair with overlap $-s$, applies `sum_state` to them, and removes the sign from the occupation of $q$. The central theorem then substitutes the occupations into the totals and the energy, and `ring` does the remaining algebra.

For the bounds, `hs1` obtains $s\le1$ from the Cauchy–Schwarz inequality. The inequalities `k1` and `k2` state that $s(1+s)|a+b|^2$ and $s(1-s)|a-b|^2$ are nonnegative. The equations `m1` and `m2` are the normalization condition multiplied by $1-s$ and $1+s$. `nlinarith` combines them as in the two identities for $N$ above.

In `dual_occupations_sum`, `ha` and `hb` show that the dual vectors return $a$ and $b$; this is where $1-s^2\neq0$ is used. The identity `e` expands $\langle\psi|a\,p+b\,q\rangle$, so the sum becomes $\langle\psi|\psi\rangle$, which is one by normalization.
